# A 1/N error bound for uniform k-meshes in one dimension when the velocity is square-integrable

In a one-dimensional crystal, the band energy per cell is an average over the Brillouin zone, and a calculation replaces that average by a mean over N equally spaced k-points. At zero temperature, with energies measured from a fixed Fermi level, the integrand may have a kink where a band crosses that level, so smoothness cannot always be assumed. Suppose that only its root-mean-square slope is known to be finite. How large can the mesh error be?

Write the integrand as g(k) = ∑ c_m exp(2πimk), with m running over the integers and k in units where the zone has length 1. If ∑ m²|c_m|² ≤ B² with B ≥ 0, the error is at most πB/(√3 N), wherever the mesh starts. For a non-interacting one-dimensional model with a fixed Fermi level, this turns a bound on the band velocity into a guaranteed bound on the k-point error.

```lean
import Mathlib

open scoped Real

namespace SquareIntegrableVelocity

noncomputable section
```

These lines load Mathlib, make the symbol π available and open a namespace.

## Harmonics, bands and meshes

```lean
/-- The lattice harmonic `exp(2πimk)` at reduced wave number `k`. -/
def wave (m : ℤ) (k : ℝ) : ℂ := Complex.exp (2 * π * Complex.I * m * k)
```

`wave m k` is exp(2πimk). The integer m labels a lattice translation, and the real number k is the reduced wave number.

```lean
/-- The sum of the Fourier series `∑ c_m exp(2πimk)`, set to zero where the series is not summable.
-/
def band (c : ℤ → ℂ) (k : ℝ) : ℂ := ∑' m, c m * wave m k
```

`band c` is g, and `∑'` is Lean's infinite sum. The coefficients are arbitrary complex numbers, so g need not be real. The slope g′(k) is taken with respect to the reduced wave number; for a band energy it is the group velocity times 2πħ, divided by the lattice constant. By Parseval's identity, used here only for interpretation, the mean of |g′|² over the zone is 4π² ∑ m²|c_m|². A root-mean-square slope v therefore corresponds to B = v/(2π) and an error of at most v/(2√3 N).

```lean
/-- The average of `g` over the uniform mesh `t + r/N`, `r = 0, ..., N-1`. -/
def gridAverage (g : ℝ → ℂ) (N : ℕ) (t : ℝ) : ℂ :=
  (∑ r ∈ Finset.range N, g (t + r / N)) / N
```

`gridAverage g N t` is the mesh mean, with offset t:

A_N(t) = (1/N) ∑ g(t + r/N), r = 0, …, N−1.

## Which harmonics the mesh can see

```lean
/-- Every lattice harmonic has modulus one. -/
theorem norm_wave (m : ℤ) (k : ℝ) : ‖wave m k‖ = 1 := by
  have h : 2 * π * Complex.I * m * k = ((2 * π * m * k : ℝ) : ℂ) * Complex.I := by
    push_cast; ring
  rw [wave, h, Complex.norm_exp_ofReal_mul_I]
```

The exponent is i times the real number 2πmk, so the modulus is 1.

```lean
/-- An `N`-point mesh keeps a harmonic whose index is a multiple of `N` and averages every
other harmonic to zero. -/
theorem gridAverage_wave {N : ℕ} (hN : 0 < N) (m : ℤ) (t : ℝ) :
    gridAverage (wave m) N t = if (N : ℤ) ∣ m then wave m t else 0 := by
  have hN' : (N : ℂ) ≠ 0 := by exact_mod_cast hN.ne'
  obtain ⟨z, hz⟩ : ∃ z, z = Complex.exp (2 * π * Complex.I * m / N) := ⟨_, rfl⟩
  -- moving by one mesh point multiplies the harmonic by the phase `z`
  have step : ∀ r : ℕ, wave m (t + r / N) = wave m t * z ^ r := by
    intro r
    rw [hz, ← Complex.exp_nat_mul]
    simp only [wave]
    rw [← Complex.exp_add]
    congr 1
    push_cast
    ring
  have hzN : z ^ N = 1 := by
    rw [hz, ← Complex.exp_nat_mul, Complex.exp_eq_one_iff]
    exact ⟨m, by field_simp⟩
  unfold gridAverage
  simp only [step]
  rw [← Finset.mul_sum]
  split_ifs with h
  · obtain ⟨j, hj⟩ := h
    have hz1 : z = 1 := by
      rw [hz, Complex.exp_eq_one_iff]
      exact ⟨j, by rw [hj]; push_cast; field_simp⟩
    rw [hz1]
    simp [hN']
  · have hz1 : z ≠ 1 := by
      intro h1
      rw [hz, Complex.exp_eq_one_iff] at h1
      obtain ⟨j, hj⟩ := h1
      rw [div_eq_iff hN'] at hj
      have h3 : (m : ℂ) = N * j := by
        apply mul_left_cancel₀ Complex.two_pi_I_ne_zero
        linear_combination hj
      exact h ⟨j, by exact_mod_cast h3⟩
    rw [geom_sum_eq hz1, hzN]
    simp
```

Put z = exp(2πim/N). Moving by one mesh point multiplies the harmonic by z, which is `step` in the proof, so the mesh average is

exp(2πimt) · (1 + z + … + z^(N−1))/N.

If N divides m, written `(N : ℤ) ∣ m`, then z = 1 and the harmonic survives unchanged. Otherwise z ≠ 1 while z^N = 1 (`hzN`), and the geometric sum (z^N − 1)/(z − 1) vanishes. `split_ifs` separates these two cases.

```lean
/-- Aliasing: the mesh average of an absolutely convergent Fourier series is the sum of its
terms whose index is a multiple of `N`. -/
theorem hasSum_gridAverage {N : ℕ} (hN : 0 < N) {c : ℤ → ℂ}
    (hc : Summable fun m => ‖c m‖) (t : ℝ) :
    HasSum (fun m : ℤ => if (N : ℤ) ∣ m then c m * wave m t else 0)
      (gridAverage (band c) N t) := by
  have hs : ∀ k, Summable fun m => c m * wave m k := fun k =>
    Summable.of_norm (by simpa [norm_mul, norm_wave] using hc)
  have h := (hasSum_sum (s := Finset.range N)
    (fun (r : ℕ) _ => (hs (t + r / N)).hasSum)).div_const (N : ℂ)
  have key : (fun m : ℤ => if (N : ℤ) ∣ m then c m * wave m t else 0) =
      fun m => (∑ r ∈ Finset.range N, c m * wave m (t + r / N)) / N := by
    funext m
    have hw := gridAverage_wave hN m t
    unfold gridAverage at hw
    rw [← Finset.mul_sum, mul_div_assoc, hw]
    split_ifs <;> simp
  rw [key]
  exact h
```

`HasSum f a` says that the series with terms f converges to a. The theorem is the aliasing formula:

A_N(t) = ∑ c_m exp(2πimt), over all m divisible by N.

Absolute summability makes the series converge at each mesh point. The proof adds these N series, divides by N, and applies the previous result term by term (`key`).

## From mean square velocity to an error bound

```lean
/-- The inverse squares of the nonzero multiples of `N` sum to `π²/(3N²)`; the term `m = 0`
counts as zero. -/
theorem hasSum_inv_sq_multiples {N : ℕ} (hN : 0 < N) :
    HasSum (fun m : ℤ => if (N : ℤ) ∣ m then 1 / (m : ℝ) ^ 2 else 0)
      (π ^ 2 / (3 * (N : ℝ) ^ 2)) := by
  have h0 : HasSum (fun j : ℤ => 1 / (j : ℝ) ^ 2) (π ^ 2 / 3) := by
    have h1 : HasSum (fun n : ℕ => 1 / (((n : ℤ) : ℝ)) ^ 2) (π ^ 2 / 6) := by
      simpa using hasSum_zeta_two
    have h2 : HasSum (fun n : ℕ => 1 / (((-(n : ℤ) : ℤ) : ℝ)) ^ 2) (π ^ 2 / 6) := by
      simpa using hasSum_zeta_two
    have h := HasSum.of_nat_of_neg (f := fun j : ℤ => 1 / (j : ℝ) ^ 2) h1 h2
    have e : π ^ 2 / 3 = π ^ 2 / 6 + π ^ 2 / 6 - 1 / ((0 : ℤ) : ℝ) ^ 2 := by
      have z : 1 / ((0 : ℤ) : ℝ) ^ 2 = 0 := by simp
      rw [z]
      ring
    rw [e]
    exact h
  have hNz : (N : ℤ) ≠ 0 := by exact_mod_cast hN.ne'
  have inj : Function.Injective (fun j : ℤ => (N : ℤ) * j) :=
    fun a b h => mul_left_cancel₀ hNz h
  refine (inj.hasSum_iff ?_).mp ?_
  · intro m hm
    rw [if_neg]
    rintro ⟨j, hj⟩
    exact hm ⟨j, hj.symm⟩
  · have h : HasSum (fun j : ℤ => 1 / (j : ℝ) ^ 2 / (N : ℝ) ^ 2)
        (π ^ 2 / 3 / (N : ℝ) ^ 2) := h0.div_const _
    have e1 : (fun j : ℤ => 1 / (j : ℝ) ^ 2 / (N : ℝ) ^ 2) =
        (fun m : ℤ => if (N : ℤ) ∣ m then 1 / (m : ℝ) ^ 2 else 0) ∘
          fun j : ℤ => (N : ℤ) * j := by
      funext j
      simp only [Function.comp_apply, dvd_mul_right, if_true]
      push_cast
      ring
    have e2 : π ^ 2 / 3 / (N : ℝ) ^ 2 = π ^ 2 / (3 * (N : ℝ) ^ 2) := by ring
    rw [e1, e2] at h
    exact h
```

The nonzero multiples of N are m = Nj with j ≠ 0, so

∑ 1/m² = (1/N²) · 2 · (π²/6) = π²/(3N²).

The proof takes ∑ 1/n² = π²/6 from Mathlib, joins the positive and negative halves, and relabels j as Nj.

```lean
/-- If `∑ m²|c_m|²` converges, the Fourier coefficients are absolutely summable. -/
theorem summable_norm_coeff {c : ℤ → ℂ}
    (hv : Summable fun m : ℤ => (m : ℝ) ^ 2 * ‖c m‖ ^ 2) : Summable fun m => ‖c m‖ := by
  have h1 : Summable fun m : ℤ => 1 / (m : ℝ) ^ 2 := by
    simpa using (hasSum_inv_sq_multiples one_pos).summable
  refine Summable.of_nonneg_of_le (fun m => norm_nonneg _) (fun m => ?_)
    ((h1.add hv).add (hasSum_ite_eq (0 : ℤ) ‖c 0‖).summable)
  by_cases hm : m = 0
  · subst hm; simp
  · have hm' : (m : ℝ) ≠ 0 := by exact_mod_cast hm
    have e : 1 / (m : ℝ) * (m * ‖c m‖) = ‖c m‖ := by field_simp
    have e2 : 1 / (m : ℝ) ^ 2 = (1 / (m : ℝ)) ^ 2 := by ring
    rw [if_neg hm, e2]
    nlinarith [sq_nonneg (1 / (m : ℝ) - m * ‖c m‖), sq_nonneg (1 / (m : ℝ)),
      sq_nonneg ((m : ℝ) * ‖c m‖)]
```

For m ≠ 0, the inequality ab ≤ (a² + b²)/2 with a = 1/|m| and b = |m||c_m| gives

|c_m| ≤ 1/m² + m²|c_m|².

Both series on the right converge, and the single term |c_0| is added separately. `nlinarith` derives the inequality from the fact that squares are nonnegative; comparison then gives summability.

```lean
/-- If `∑ m²|c_m|²` converges to at most `B²`, with `B ≥ 0`, the coefficients are absolutely
summable and the average over any shifted `N`-point mesh differs from `c_0` by at most `πB/(√3 N)`.
-/
theorem gridAverage_error {c : ℤ → ℂ} {B : ℝ} (hB : 0 ≤ B)
    (hv : Summable fun m : ℤ => (m : ℝ) ^ 2 * ‖c m‖ ^ 2)
    (hle : ∑' m : ℤ, (m : ℝ) ^ 2 * ‖c m‖ ^ 2 ≤ B ^ 2) {N : ℕ} (hN : 0 < N) :
    (Summable fun m => ‖c m‖) ∧
      ∀ t, ‖gridAverage (band c) N t - c 0‖ ≤ π * B / (√3 * N) := by
  have hc := summable_norm_coeff hv
  refine ⟨hc, fun t => ?_⟩
  have hD := (hasSum_gridAverage hN hc t).sub (hasSum_ite_eq (0 : ℤ) (c 0))
  have hs := hD.summable.norm
  rw [← hD.tsum_eq]
  refine (norm_tsum_le_tsum_norm hs).trans (hasSum_le_of_sum_le hs.hasSum fun s => ?_)
  -- split each aliased coefficient as `(|m| |c_m|) * (1/|m|)`
  let u : ℤ → ℝ := fun m => |(m : ℝ)| * ‖c m‖
  let w : ℤ → ℝ := fun m => if (N : ℤ) ∣ m then 1 / |(m : ℝ)| else 0
  have hu : ∑ m ∈ s, u m ^ 2 ≤ B ^ 2 := by
    simp only [u, mul_pow, sq_abs]
    exact (hv.sum_le_tsum s fun m _ => by positivity).trans hle
  have hw : ∑ m ∈ s, w m ^ 2 ≤ π ^ 2 / (3 * (N : ℝ) ^ 2) := by
    have e : ∀ m, w m ^ 2 = if (N : ℤ) ∣ m then 1 / (m : ℝ) ^ 2 else 0 := by
      intro m
      simp only [w]
      split_ifs <;> simp [sq_abs]
    simp only [e]
    exact sum_le_hasSum s (fun m _ => by split_ifs <;> positivity) (hasSum_inv_sq_multiples hN)
  have hK : (π * B / (√3 * N)) ^ 2 = B ^ 2 * (π ^ 2 / (3 * (N : ℝ) ^ 2)) := by
    rw [div_pow, mul_pow, mul_pow, Real.sq_sqrt (by norm_num)]
    ring
  -- Cauchy-Schwarz on the finite partial sum
  have hcs : (∑ m ∈ s, u m * w m) ^ 2 ≤ (π * B / (√3 * N)) ^ 2 := by
    rw [hK]
    exact (Finset.sum_mul_sq_le_sq_mul_sq s u w).trans
      (mul_le_mul hu hw (Finset.sum_nonneg fun m _ => sq_nonneg _) (sq_nonneg B))
  refine (Finset.sum_le_sum fun m _ => ?_).trans
    (le_of_abs_le (abs_le_of_sq_le_sq hcs (by positivity)))
  by_cases hm : m = 0
  · subst hm; simp [wave, u]
  · have hm' : |(m : ℝ)| ≠ 0 := abs_ne_zero.mpr (by exact_mod_cast hm)
    by_cases hd : (N : ℤ) ∣ m
    · simp only [u, w, if_pos hd, if_neg hm, sub_zero, norm_mul, norm_wave, mul_one]
      apply le_of_eq
      field_simp
    · simp [w, hd, hm]
```

The hypotheses are B ≥ 0 (`hB`), convergence of the weighted sum (`hv`), its bound B² (`hle`) and N ≥ 1 (`hN`). The conclusion has two parts, joined by `∧`: ∑ |c_m| converges, and the error bound holds for every offset t.

By aliasing, A_N(t) − c_0 is the sum of c_m exp(2πimt) over the nonzero multiples of N. Over the same m, the triangle inequality and Cauchy–Schwarz give

|A_N(t) − c_0| ≤ ∑ |c_m| = ∑ (|m||c_m|)(1/|m|)

≤ (∑ m²|c_m|²)^(1/2) · (∑ 1/m²)^(1/2)

≤ B · π/(√3 N).

In Lean the two factors are `u` and `w`, with `w` zero away from multiples of N. `hu` and `hw` bound their squared sums, and `hcs` is Cauchy–Schwarz on a finite set `s` of indices. Since every finite partial sum obeys the bound, so does the infinite sum, by `hasSum_le_of_sum_le`.

The hypothesis `hv` is essential. Take c_0 = 0 and c_m = 1/m otherwise, the coefficients of a sawtooth with a jump. Every term m²|c_m|² with m ≠ 0 equals 1, so the weighted sum diverges, and so does ∑ |c_m|. Lean gives a divergent `∑'` the value 0, so `hle` alone would accept this example even with B = 0, and the first conclusion would be false. Physically, a kink in g is allowed but a jump, such as a sharp occupation step, is not.

## The mesh mean against the zone integral

```lean
/-- The integral of an absolutely convergent Fourier series over one period is `c_0`. -/
theorem integral_band {c : ℤ → ℂ} (hc : Summable fun m => ‖c m‖) :
    ∫ k in (0 : ℝ)..1, band c k = c 0 := by
  have h := intervalIntegral.hasSum_integral_of_dominated_convergence
    (μ := MeasureTheory.volume) (a := 0) (b := 1)
    (F := fun (m : ℤ) (k : ℝ) => c m * wave m k) (f := band c) (fun m _ => ‖c m‖)
    (fun m => Continuous.aestronglyMeasurable (by unfold wave; fun_prop))
    (fun m => Filter.Eventually.of_forall fun k _ => by simp [norm_wave])
    (Filter.Eventually.of_forall fun k _ => hc)
    intervalIntegrable_const
    (Filter.Eventually.of_forall fun k _ =>
      (Summable.of_norm (by simpa [norm_mul, norm_wave] using hc)).hasSum)
  have e : (fun m : ℤ => ∫ k in (0 : ℝ)..1, c m * wave m k) =
      fun m => if m = 0 then c 0 else 0 := by
    funext m
    rw [intervalIntegral.integral_const_mul]
    by_cases hm : m = 0
    · subst hm; simp [wave]
    · have hne : 2 * π * Complex.I * (m : ℂ) ≠ 0 :=
        mul_ne_zero Complex.two_pi_I_ne_zero (by exact_mod_cast hm)
      have h1 : Complex.exp (2 * π * Complex.I * m * ((1 : ℝ) : ℂ)) = 1 :=
        Complex.exp_eq_one_iff.mpr ⟨m, by push_cast; ring⟩
      simp only [wave]
      rw [integral_exp_mul_complex hne, h1]
      simp [hm]
  rw [e] at h
  exact h.unique (hasSum_ite_eq (0 : ℤ) (c 0))
```

For m ≠ 0, the integral of exp(2πimk) over one period is

(exp(2πim) − 1)/(2πim) = 0,

and for m = 0 it is 1. Only c_0 remains once sum and integral are exchanged. Dominated convergence permits the exchange, because each term is bounded by |c_m| and these bounds are summable.

```lean
/-- If `∑ m²|c_m|²` converges to at most `B²`, with `B ≥ 0`, the average over any shifted `N`-point
mesh differs from the integral over one period by at most `πB/(√3 N)`. -/
theorem quadrature_error {c : ℤ → ℂ} {B : ℝ} (hB : 0 ≤ B)
    (hv : Summable fun m : ℤ => (m : ℝ) ^ 2 * ‖c m‖ ^ 2)
    (hle : ∑' m : ℤ, (m : ℝ) ^ 2 * ‖c m‖ ^ 2 ≤ B ^ 2) {N : ℕ} (hN : 0 < N) (t : ℝ) :
    ‖gridAverage (band c) N t - ∫ k in (0 : ℝ)..1, band c k‖ ≤ π * B / (√3 * N) := by
  rw [integral_band (summable_norm_coeff hv)]
  exact (gridAverage_error hB hv hle hN).2 t
```

Replacing c_0 by the integral turns the estimate into a quadrature error: the mesh mean differs from the exact zone average by at most πB/(√3 N).

## Coefficients that reach the bound

```lean
/-- Coefficients `1/m²` on the nonzero multiples of `N`, and zero elsewhere. -/
def extremal (N : ℕ) (m : ℤ) : ℂ :=
  ((if (N : ℤ) ∣ m then 1 / (m : ℝ) ^ 2 else 0 : ℝ) : ℂ)
```

For a given N, `extremal N` assigns 1/m² to each nonzero multiple of N and zero to every other index, including m = 0.

```lean
/-- For every `N ≥ 1` the extremal coefficients have `∑ m²|c_m|² = B²` with `B = π/(√3 N)`, and
their error on the unshifted mesh equals `πB/(√3 N)`. -/
theorem gridAverage_error_sharp {N : ℕ} (hN : 0 < N) :
    HasSum (fun m : ℤ => (m : ℝ) ^ 2 * ‖extremal N m‖ ^ 2) ((π / (√3 * N)) ^ 2) ∧
      ‖gridAverage (band (extremal N)) N 0 - extremal N 0‖ =
        π * (π / (√3 * N)) / (√3 * N) := by
  have h3 : (√3 : ℝ) ^ 2 = 3 := Real.sq_sqrt (by norm_num)
  have hV := hasSum_inv_sq_multiples hN
  have hB : (π / (√3 * N)) ^ 2 = π ^ 2 / (3 * (N : ℝ) ^ 2) := by
    rw [div_pow, mul_pow, h3]
  have hS : HasSum (fun m : ℤ => (m : ℝ) ^ 2 * ‖extremal N m‖ ^ 2)
      ((π / (√3 * N)) ^ 2) := by
    rw [hB]
    convert hV using 1
    funext m
    rw [extremal, Complex.norm_real, Real.norm_eq_abs, sq_abs]
    by_cases hm : m = 0
    · subst hm; simp
    · have hm' : (m : ℝ) ≠ 0 := by exact_mod_cast hm
      split_ifs
      · field_simp
      · simp
  refine ⟨hS, ?_⟩
  -- all aliased terms add in phase
  have hA := hasSum_gridAverage hN (summable_norm_coeff hS.summable) 0
  have hR := Complex.ofRealCLM.hasSum hV
  have e : (fun m : ℤ => if (N : ℤ) ∣ m then extremal N m * wave m 0 else 0) =
      fun m : ℤ => Complex.ofRealCLM (if (N : ℤ) ∣ m then 1 / (m : ℝ) ^ 2 else 0) := by
    funext m
    by_cases hd : (N : ℤ) ∣ m <;> simp [extremal, wave, hd]
  rw [e] at hA
  have h0 : extremal N 0 = 0 := by simp [extremal]
  rw [hA.unique hR, h0, sub_zero, Complex.ofRealCLM_apply, Complex.norm_real,
    Real.norm_eq_abs, abs_of_nonneg (by positivity), ← hB]
  ring

end

end SquareIntegrableVelocity
```

Here m²|c_m|² = 1/m² on the nonzero multiples of N, so the weighted sum is π²/(3N²) = B², with B = π/(√3 N). On the unshifted mesh, t = 0, every harmonic whose index is a multiple of N equals 1, and the aliased terms add in phase:

|A_N(0) − c_0| = ∑ 1/m² = π²/(3N²) = πB/(√3 N).

The proof evaluates the aliased series with `hasSum_gridAverage` and uses uniqueness of the limit. The constant π/√3 is thus the best possible for each N. The extremal function changes with N, however, so this does not say that the error of one fixed band decays only as 1/N. If |c_m| ≤ C/m² for all m ≠ 0, as for a piecewise smooth g with kinks but no jumps, the aliased terms add up to at most Cπ²/(3N²), and the error falls at least as fast as 1/N².

```lean
#print axioms SquareIntegrableVelocity.quadrature_error
-- 'SquareIntegrableVelocity.quadrature_error' depends on axioms: [propext, Classical.choice, Quot.sound]
#print axioms SquareIntegrableVelocity.gridAverage_error_sharp
-- 'SquareIntegrableVelocity.gridAverage_error_sharp' depends on axioms: [propext, Classical.choice, Quot.sound]
```
